# Zero-broadening interband conductivity $e^2/(16\hbar)$ of a non-interacting Dirac cone

A two-dimensional Dirac cone has the Hamiltonian $H=\hbar v(k_x\sigma_x+k_y\sigma_y)$, with velocity $v$, wave vector $(k_x,k_y)=k(\cos\theta,\sin\theta)$ and Pauli matrices $\sigma_x,\sigma_y$; the electric field points along $x$ and has angular frequency $\omega$. The carrier charge is $e$, and energy conservation is imposed by a Lorentzian of width $\eta$, an energy that is sent to zero from above. The value in the title is the real part of the interband conductivity at zero temperature, for frequencies at which the resonant transition is neither blocked by doping nor beyond the cutoff of the linear bands.

In Lean 4 with Mathlib:

```lean
import Mathlib

open Matrix Filter Topology
open scoped Real

namespace DiracConeConductivity

noncomputable section

/-- Hamiltonian `ħ v (kx σx + ky σy)` of a two-dimensional Dirac cone. -/
def hamiltonian (hbar v kx ky : ℝ) : Matrix (Fin 2) (Fin 2) ℂ :=
  !![0, hbar * v * (kx - ky * Complex.I); hbar * v * (kx + ky * Complex.I), 0]

/-- Velocity operator `v σx` along the field direction `x`. -/
def velocity (v : ℝ) : Matrix (Fin 2) (Fin 2) ℂ := !![0, (v : ℂ); (v : ℂ), 0]

/-- Spinor of the upper (`s = 1`) or lower (`s = -1`) band at polar angle `θ` of the wave vector. -/
def band (s θ : ℝ) : Fin 2 → ℂ :=
  ![(((Real.sqrt 2)⁻¹ : ℝ) : ℂ),
    s * ((Real.cos θ : ℝ) + (Real.sin θ : ℝ) * Complex.I) * (((Real.sqrt 2)⁻¹ : ℝ) : ℂ)]

/-- Matrix element of the velocity between the upper and the lower band. -/
def velocityElement (v θ : ℝ) : ℂ := star (band 1 θ) ⬝ᵥ (velocity v *ᵥ band (-1) θ)

/-- Lorentzian of width `η > 0`, the broadened delta function. -/
def lorentz (η x : ℝ) : ℝ := (η / π) / (x ^ 2 + η ^ 2)

/-- Broadened interband Kubo conductivity of one cone at frequency `ω ≠ 0` and width `η > 0`,
with transitions at wave numbers between `p` and `K`. -/
def kubo (e hbar v ω p K η : ℝ) : ℝ :=
  π * e ^ 2 / ω * ∫ k in p..K, ∫ θ in (0 : ℝ)..(2 * π),
    k * ‖velocityElement v θ‖ ^ 2 * lorentz η (hbar * ω - 2 * hbar * v * k) / (4 * π ^ 2)

/-- Primitive in `k` of `k` times the Lorentzian at `E - c k`, for `η > 0` and `c ≠ 0`. -/
def primitive (c E k η : ℝ) : ℝ :=
  (η / 2 * Real.log ((c * k - E) ^ 2 + η ^ 2) + E * Real.arctan ((c * k - E) / η)) / (π * c ^ 2)

/-- The square of `1 / √2`, taken as a complex number, is one half. -/
theorem amplitude_sq : (((Real.sqrt 2)⁻¹ : ℝ) : ℂ) ^ 2 = 1 / 2 := by
  rw [← Complex.ofReal_pow, inv_pow, Real.sq_sqrt (by norm_num)]
  norm_num

/-- For `s = ±1` the band spinor is a normalised eigenvector of the Dirac Hamiltonian with
energy `s ħ v k`. -/
theorem band_eigenvector (hbar v k θ s : ℝ) (hs : s ^ 2 = 1) :
    hamiltonian hbar v (k * Real.cos θ) (k * Real.sin θ) *ᵥ band s θ
        = ((s * hbar * v * k : ℝ) : ℂ) • band s θ
      ∧ star (band s θ) ⬝ᵥ band s θ = 1 := by
  have hc := Real.sin_sq_add_cos_sq θ
  have hr := amplitude_sq
  unfold band
  generalize Real.sin θ = y at hc ⊢
  generalize Real.cos θ = x at hc ⊢
  generalize (Real.sqrt 2)⁻¹ = r at hr ⊢
  have hc' : (y : ℂ) ^ 2 + (x : ℂ) ^ 2 = 1 := by exact_mod_cast hc
  have hs' : (s : ℂ) ^ 2 = 1 := by exact_mod_cast hs
  constructor
  · ext i
    fin_cases i
    · simp [hamiltonian, Matrix.mulVec, dotProduct, Fin.sum_univ_two,
        -mul_eq_mul_left_iff, -mul_eq_mul_right_iff]
      linear_combination (hbar * v * k * s * r : ℂ) * hc'
        - (hbar * v * k * s * r * y ^ 2 : ℂ) * Complex.I_sq
    · simp [hamiltonian, Matrix.mulVec, dotProduct, Fin.sum_univ_two,
        -mul_eq_mul_left_iff, -mul_eq_mul_right_iff]
      linear_combination (-(hbar * v * k * (x + y * Complex.I) * r) : ℂ) * hs'
  · simp [dotProduct, Fin.sum_univ_two]
    linear_combination (s ^ 2 * r ^ 2 : ℂ) * hc' - (s ^ 2 * r ^ 2 * y ^ 2 : ℂ) * Complex.I_sq
      + (r ^ 2 : ℂ) * hs' + 2 * hr

/-- The squared interband velocity element is `v² sin² θ`. -/
theorem velocityElement_sq (v θ : ℝ) :
    ‖velocityElement v θ‖ ^ 2 = v ^ 2 * Real.sin θ ^ 2 := by
  have h : velocityElement v θ = ((-(v * Real.sin θ) : ℝ) : ℂ) * Complex.I := by
    have hr := amplitude_sq
    unfold velocityElement band
    generalize Real.sin θ = y
    generalize Real.cos θ = x
    generalize (Real.sqrt 2)⁻¹ = r at hr ⊢
    simp [velocity, Matrix.mulVec, dotProduct, Fin.sum_univ_two]
    linear_combination (-2 * v * y * Complex.I : ℂ) * hr
  rw [h, norm_mul, Complex.norm_I, Complex.norm_real, mul_one, Real.norm_eq_abs, sq_abs]
  ring

/-- The angular integration reduces the Kubo formula to a radial integral. -/
theorem kubo_radial (e hbar v ω p K η : ℝ) :
    kubo e hbar v ω p K η = e ^ 2 * v ^ 2 / (4 * ω) *
      ∫ k in p..K, k * lorentz η (hbar * ω - 2 * hbar * v * k) := by
  have hsin : ∫ θ in (0 : ℝ)..(2 * π), Real.sin θ ^ 2 = π := by
    rw [integral_sin_sq, Real.sin_zero, Real.sin_two_pi]; ring
  have h : ∀ k L : ℝ, ∫ θ in (0 : ℝ)..(2 * π),
      k * ‖velocityElement v θ‖ ^ 2 * L / (4 * π ^ 2) = v ^ 2 / (4 * π) * (k * L) := by
    intro k L
    have h1 : ∀ θ : ℝ, k * ‖velocityElement v θ‖ ^ 2 * L / (4 * π ^ 2)
        = k * v ^ 2 * L / (4 * π ^ 2) * Real.sin θ ^ 2 := by
      intro θ; rw [velocityElement_sq]; ring
    simp_rw [h1]
    rw [intervalIntegral.integral_const_mul, hsin]
    field_simp
  unfold kubo
  simp_rw [h]
  rw [intervalIntegral.integral_const_mul, ← mul_assoc]
  congr 1
  field_simp

/-- Closed form of the radial integral at finite width `η > 0`, for `c ≠ 0`. -/
theorem radial_integral {c η : ℝ} (hc : c ≠ 0) (hη : 0 < η) (E p K : ℝ) :
    ∫ k in p..K, k * lorentz η (E - c * k) = primitive c E K η - primitive c E p η := by
  have hD : ∀ u : ℝ, 0 < u ^ 2 + η ^ 2 := fun u => by positivity
  have h1 : ∀ u : ℝ, 1 / (1 + (u / η) ^ 2) * (c / η) = c * η / (u ^ 2 + η ^ 2) := by
    intro u
    have hu := (hD u).ne'
    have h0 : 1 + (u / η) ^ 2 = (u ^ 2 + η ^ 2) / η ^ 2 := by
      rw [div_pow, add_div, div_self (pow_ne_zero 2 hη.ne'), add_comm]
    rw [h0]
    field_simp
  have hcc : c ^ 2 * (c ^ 2)⁻¹ = 1 := mul_inv_cancel₀ (pow_ne_zero 2 hc)
  refine intervalIntegral.integral_eq_sub_of_hasDerivAt (f := fun k => primitive c E k η) ?_ ?_
  · -- differentiate the logarithm and the arctangent
    intro k _
    have hu : HasDerivAt (fun k : ℝ => c * k - E) c k := by
      simpa using ((hasDerivAt_id' k).const_mul c).sub_const E
    have hq : HasDerivAt (fun k : ℝ => (c * k - E) ^ 2 + η ^ 2) (2 * (c * k - E) * c) k := by
      simpa using (hu.fun_pow 2).add_const (η ^ 2)
    have hl := (hq.log (hD _).ne').const_mul (η / 2)
    have ha := (hu.div_const η).arctan.const_mul E
    refine ((hl.fun_add ha).div_const (π * c ^ 2)).congr_deriv ?_
    rw [h1]
    unfold lorentz
    linear_combination (η * k / π / ((c * k - E) ^ 2 + η ^ 2)) * hcc
  · apply Continuous.intervalIntegrable
    unfold lorentz
    exact continuous_id.mul (continuous_const.div (by fun_prop) (fun k => (hD (E - c * k)).ne'))

/-- For `x > 0` the arctangent of `x / η` tends to `π / 2` as the width `η` tends to `0+`. -/
theorem tendsto_arctan_step {x : ℝ} (hx : 0 < x) :
    Tendsto (fun η : ℝ => Real.arctan (x / η)) (𝓝[>] 0) (𝓝 (π / 2)) := by
  have h : Tendsto (fun η : ℝ => x / η) (𝓝[>] 0) atTop := by
    simpa only [div_eq_mul_inv] using tendsto_inv_nhdsGT_zero.const_mul_atTop hx
  exact (Real.tendsto_arctan_atTop.mono_right nhdsWithin_le_nhds).comp h

/-- At detuning `x ≠ 0` the logarithmic term vanishes as the width tends to `0+`. -/
theorem tendsto_log_tail {x : ℝ} (hx : x ≠ 0) :
    Tendsto (fun η : ℝ => η / 2 * Real.log (x ^ 2 + η ^ 2)) (𝓝[>] 0) (𝓝 0) := by
  have h : ContinuousAt (fun η : ℝ => η / 2 * Real.log (x ^ 2 + η ^ 2)) 0 :=
    ContinuousAt.mul (by fun_prop) (ContinuousAt.log (by fun_prop) (by simpa using hx))
  have h2 := h.tendsto.mono_left (nhdsWithin_le_nhds (s := Set.Ioi 0))
  rwa [zero_div, zero_mul] at h2

/-- Universal conductivity: for positive `ħ`, `v`, `ω` and `2 v p < ω < 2 v K`, one Dirac cone
has the interband conductivity `e² / (16 ħ)` in the limit of vanishing width. -/
theorem universal_conductivity {hbar v ω p K : ℝ} (hh : 0 < hbar) (hv : 0 < v) (hω : 0 < ω)
    (hp : 2 * v * p < ω) (hK : ω < 2 * v * K) (e : ℝ) :
    Tendsto (kubo e hbar v ω p K) (𝓝[>] 0) (𝓝 (e ^ 2 / (16 * hbar))) := by
  have hK1 : 0 < 2 * hbar * v * K - hbar * ω := by nlinarith [mul_pos hh (sub_pos.2 hK)]
  have hp1 : 0 < -(2 * hbar * v * p - hbar * ω) := by nlinarith [mul_pos hh (sub_pos.2 hp)]
  -- the resonance lies inside the range, so the two arctangents have opposite limits
  have ha := (tendsto_arctan_step hp1).neg
  simp only [neg_div, Real.arctan_neg, neg_neg] at ha
  have hF : ∀ q s : ℝ, 2 * hbar * v * q - hbar * ω ≠ 0 →
      Tendsto (fun η : ℝ => Real.arctan ((2 * hbar * v * q - hbar * ω) / η)) (𝓝[>] 0) (𝓝 s) →
      Tendsto (primitive (2 * hbar * v) (hbar * ω) q) (𝓝[>] 0)
        (𝓝 ((0 + hbar * ω * s) / (π * (2 * hbar * v) ^ 2))) := fun q s hq hs =>
    ((tendsto_log_tail hq).add (hs.const_mul _)).div_const _
  have h := ((hF K _ hK1.ne' (tendsto_arctan_step hK1)).sub
    (hF p _ (neg_ne_zero.1 hp1.ne') ha)).const_mul (e ^ 2 * v ^ 2 / (4 * ω))
  have h' : Tendsto (kubo e hbar v ω p K) (𝓝[>] 0) _ := h.congr' (by
    filter_upwards [self_mem_nhdsWithin] with η hη
    rw [kubo_radial, radial_integral (by positivity) hη])
  convert h' using 2
  field_simp
  ring

/-- Four undoped cones with cutoff `K > ω / (2 v)` and positive `ħ`, `v`, `ω` have the total
conductivity `e² / (4 ħ)` in the limit of vanishing width. -/
theorem four_cones {hbar v ω K : ℝ} (hh : 0 < hbar) (hv : 0 < v) (hω : 0 < ω)
    (hK : ω / (2 * v) < K) (e : ℝ) :
    Tendsto (fun η => 4 * kubo e hbar v ω 0 K η) (𝓝[>] 0) (𝓝 (e ^ 2 / (4 * hbar))) := by
  have hK' : ω < 2 * v * K := by
    rw [div_lt_iff₀ (by positivity)] at hK
    linarith
  have h := (universal_conductivity (p := 0) hh hv hω (by simpa using hω) hK' e).const_mul 4
  convert h using 2
  ring

end

end DiracConeConductivity
```

```lean
#print axioms DiracConeConductivity.band_eigenvector
-- 'DiracConeConductivity.band_eigenvector' depends on axioms: [propext, Classical.choice, Quot.sound]
#print axioms DiracConeConductivity.universal_conductivity
-- 'DiracConeConductivity.universal_conductivity' depends on axioms: [propext, Classical.choice, Quot.sound]
#print axioms DiracConeConductivity.four_cones
-- 'DiracConeConductivity.four_cones' depends on axioms: [propext, Classical.choice, Quot.sound]
```

## The conductivity integral and its assumptions

`hamiltonian` and `velocity` are complex $2\times2$ matrices. The second is $v\sigma_x=\hbar^{-1}\partial H/\partial k_x$, entered directly as a definition. `band s θ` is the spinor $(1,\,s\,e^{i\theta})/\sqrt2$, with $s=1$ for the upper band and $s=-1$ for the lower.

With $L_\eta(x)=(\eta/\pi)/(x^2+\eta^2)$, called `lorentz`, the function `kubo` is

$$\sigma_\eta=\frac{\pi e^2}{\omega}\int_p^K\! dk\int_0^{2\pi}\! d\theta\;\frac{k\,|v_{+-}(\theta)|^2}{4\pi^2}\,L_\eta(\hbar\omega-2\hbar vk),$$

where $v_{+-}$ is the velocity matrix element between the bands. This Kubo expression is the starting point; it is not derived from linear response. It describes the dissipative interband part for independent electrons, with a full lower and an empty upper band for $p<k<K$. The inner radius $p$ stands for transitions blocked by doping, and $K$ is the cutoff of the linear dispersion. Intraband (Drude) response, temperature and interactions are absent.

`universal_conductivity` says that for positive $\hbar,v,\omega$ and $2vp<\omega<2vK$, $\sigma_\eta\to e^2/(16\hbar)$ as $\eta\to0^+$, which is the meaning of `𝓝[>] 0`. The two inequalities place the resonant wave number $\omega/(2v)$ strictly inside the integration range. The theorem allows any real $p$ below resonance; the physical reading needs $p\ge0$.

`four_cones` sets $p=0$ and multiplies by four, giving $e^2/(4\hbar)$. In graphene the four cones are two spins times two valleys, so this is the interband conductivity of the undoped, non-interacting linear-band model.

## From spinors to a radial integral

Acting with $H$ on the spinor gives

$$\frac{\hbar vk}{\sqrt2}\begin{pmatrix}e^{-i\theta}s\,e^{i\theta}\\ e^{i\theta}\end{pmatrix}=s\hbar vk\,\frac{1}{\sqrt2}\begin{pmatrix}1\\ s\,e^{i\theta}\end{pmatrix},$$

because $s^2=1$. The norm is $\tfrac12+\tfrac12=1$. This is `band_eigenvector`; its `linear_combination` steps use $\sin^2\theta+\cos^2\theta=1$, $i^2=-1$, $s^2=1$ and $(1/\sqrt2)^2=\tfrac12$, the last from `amplitude_sq`. The transition energy is therefore $2\hbar vk$.

The interband element follows in one line:

$$v_{+-}=\frac v2\left(-e^{i\theta}+e^{-i\theta}\right)=-iv\sin\theta,\qquad |v_{+-}|^2=v^2\sin^2\theta.$$

`velocityElement_sq` proves this, and `kubo_radial` inserts $\int_0^{2\pi}\sin^2\theta\,d\theta=\pi$:

$$\sigma_\eta=\frac{e^2v^2}{4\omega}\int_p^K k\,L_\eta(\hbar\omega-2\hbar vk)\,dk.$$

## The resonance supplies a factor of π

Write $E=\hbar\omega$, $c=2\hbar v$ and $x=ck-E$. Then $k=(x+E)/c$ and $dk=dx/c$, so a primitive is

$$F_\eta(k)=\frac1{\pi c^2}\left[\frac\eta2\ln(x^2+\eta^2)+E\arctan\frac x\eta\right].$$

`radial_integral` differentiates this expression, recovers the integrand and applies the fundamental theorem of calculus, so the integral is $F_\eta(K)-F_\eta(p)$ at every $\eta>0$.

At both endpoints $x\neq0$, so the logarithm stays bounded and its prefactor $\eta$ removes it (`tendsto_log_tail`). At $K$, $x>0$ and the arctangent tends to $\pi/2$ (`tendsto_arctan_step`); at $p$, $x<0$ and oddness gives $-\pi/2$. The difference is $\pi$, hence

$$\sigma_\eta\to\frac{e^2v^2}{4\omega}\cdot\frac{E}{c^2}=\frac{e^2v^2}{4\omega}\cdot\frac{\hbar\omega}{4\hbar^2v^2}=\frac{e^2}{16\hbar}.$$

In `universal_conductivity`, `hF` combines the two limits at an endpoint, `congr'` replaces `kubo` by the closed form for $\eta>0$, and `field_simp` with `ring` performs the last cancellation. Velocity, frequency and both radii drop out.

At finite width, $\sigma_\eta$ as defined above equals $F_\eta(K)-F_\eta(p)$ times $e^2v^2/(4\omega)$, which can check a numerical quadrature of the same expression. At fixed $\eta$ it grows logarithmically with the cutoff $K$; as long as the cutoff lies above the resonance, this dependence disappears as $\eta\to0^+$. The growth belongs to this form of the broadened formula, with the prefactor $1/\omega$ outside the integral. If $1/(2vk)$ inside the integral takes its place, which is the same at resonance, the finite-width values change and the logarithm is absent.
